# An Invertible Interior Block Can Be Eliminated Without Changing the Caroli Trace of Surface Contacts

## What is lost when uncontacted orbitals are deleted

Take a junction in which a level of energy $\varepsilon_0$ touches both leads, which give it energy-independent broadenings $g_L, g_R > 0$ and do not shift its energy. A second level $\varepsilon_1$ touches neither lead but is coupled to the first by $v \neq 0$. If the second level is deleted because no lead feeds it, the computed transmission is a single peak at $\varepsilon_0$. The transmission of the full model has two peaks, neither of them at $\varepsilon_0$, and falls to zero between them, at $\varepsilon_1$.

Orbitals that touch no lead can therefore affect the transmission, and in general they cannot simply be deleted. They need not stay in the matrix from which the transmission is computed: if their own block of the kernel is invertible, they can be eliminated exactly, leaving a correction to the orbitals that do touch the leads.

For non-interacting electrons in a finite basis, this lets a transport calculation evaluate the transmission with matrices the size of the contacted region, at any energy where both the full kernel and its interior block are invertible, once the interior has been eliminated at that energy.

## The kernel, the contacts and the trace

Call the orbitals that touch the leads the surface and all others the interior. At energy $E$, a device with Hamiltonian $H$ and retarded lead self-energy $\Sigma$ has the kernel $K = E - H - \Sigma$ and the Green matrix $G = K^{-1}$. In surface and interior blocks,

$$K = \begin{pmatrix} A & B \\ C & D \end{pmatrix}, \qquad \Gamma_{L,R} = \begin{pmatrix} \gamma_{L,R} & 0 \\ 0 & 0 \end{pmatrix}.$$

The contact matrices $\Gamma_L$ and $\Gamma_R$ describe the broadening by the two leads. The transmission is taken to be the Caroli trace $\mathrm{Tr}(\Gamma_L K^{-1} \Gamma_R K^{-\dagger})$, where $K^{-\dagger} = (K^{-1})^\dagger$.

**Statement.** If $D$ and $K$ are invertible, then $S = A - B D^{-1} C$ is invertible and

$$\mathrm{Tr}(\Gamma_L K^{-1} \Gamma_R K^{-\dagger}) = \mathrm{Tr}(\gamma_L S^{-1} \gamma_R S^{-\dagger}).$$

Here $S$ is the reduced kernel, not the scattering matrix or an overlap matrix, for which the same letter is common.

## The statement as Lean reads it

The theorem is `caroli_decimation`. The finite types `m` and `n` label surface and interior orbitals, and `m ⊕ n` labels all of them. The kernel is `fromBlocks A B C D`, `contact γ` pads a surface matrix with zeros, and `reducedKernel A B C D` is $S$. Invertibility is written `IsUnit`, and `ᴴ` is the conjugate transpose. The hypotheses are `hD` for the interior block and `hK` for the full kernel. Lean gives a singular matrix the inverse zero, but the theorem assumes that $K$ is invertible and proves that $S$ is, so both traces contain true inverses.

The blocks are arbitrary complex matrices, and so are $\gamma_L$ and $\gamma_R$. In particular, the relation $\Gamma = i(\Sigma - \Sigma^\dagger)$ between each lead's broadening and its self-energy is not imposed. The step from this algebra to a real junction is the Caroli formula itself: that the trace, with contact matrices obtained from the actual leads, equals the total transmission, that is, the transmission probabilities summed over the channels. Here the trace serves as the definition.

## Solving for the interior amplitudes

Write $G$ in blocks $G_{11}, G_{12}, G_{21}, G_{22}$. The first block column of $KG = 1$ reads

$$A G_{11} + B G_{21} = 1, \qquad C G_{11} + D G_{21} = 0.$$

Since $D$ is invertible, the second equation gives $G_{21} = -D^{-1} C G_{11}$. Inserting this into the first gives

$$(A - B D^{-1} C)\, G_{11} = S G_{11} = 1.$$

These matrices are square and finite, so a right inverse is the inverse: $S$ is invertible and $G_{11} = S^{-1}$.

Conversely, an invertible $S$ makes $K$ invertible, as the factorisation

$$K = \begin{pmatrix} 1 & B D^{-1} \\ 0 & 1 \end{pmatrix} \begin{pmatrix} S & 0 \\ 0 & D \end{pmatrix} \begin{pmatrix} 1 & 0 \\ D^{-1} C & 1 \end{pmatrix}$$

shows. The outer factors are always invertible, and $D$ is invertible by assumption.

It remains to see which blocks of $G$ enter the trace. Multiplying out,

$$\Gamma_L G = \begin{pmatrix} \gamma_L G_{11} & \gamma_L G_{12} \\ 0 & 0 \end{pmatrix}, \qquad \Gamma_R G^\dagger = \begin{pmatrix} \gamma_R G_{11}^\dagger & \gamma_R G_{21}^\dagger \\ 0 & 0 \end{pmatrix}.$$

The product of the two has $\gamma_L G_{11} \gamma_R G_{11}^\dagger$ as its upper diagonal block and zero as its lower one. Its trace is $\mathrm{Tr}(\gamma_L G_{11} \gamma_R G_{11}^\dagger)$, and $G_{11} = S^{-1}$ finishes the derivation.

## The energy-dependent surface Hamiltonian

Let the device have surface Hamiltonian $H_s$, interior Hamiltonian $H_i$, coupling $V$ and a lead self-energy $\sigma$ on the surface. Then

$$A = E - H_s - \sigma, \quad B = -V, \quad C = -V^\dagger, \quad D = E - H_i,$$

and the two minus signs in $B D^{-1} C$ cancel, so that

$$S = E - H_{\mathrm{eff}}(E) - \sigma, \qquad H_{\mathrm{eff}}(E) = H_s + V (E - H_i)^{-1} V^\dagger.$$

This is `caroli_effectiveHamiltonian`. It assumes that the full kernel is invertible and that $E$ is not an eigenvalue of the isolated interior. The energy multiplies the identity matrix, which corresponds to an orthonormal basis. The theorem allows complex $E$ and does not require $H_s$ or $H_i$ to be Hermitian.

## A level with a side-coupled partner

For the junction of the opening paragraph, let $g = g_L + g_R$ be the total broadening; the letter does not denote a surface Green function here. The self-energy is $-ig/2$, a constant that stands for leads with a wide, featureless band. The coupling $v$ is taken to be real, and the blocks are now numbers:

$$A = E - \varepsilon_0 + \tfrac{i g}{2}, \qquad B = C = -v, \qquad D = E - \varepsilon_1.$$

For $E \neq \varepsilon_1$ the reduced kernel is

$$S = E - \varepsilon_0 - \frac{v^2}{E - \varepsilon_1} + \frac{i g}{2}.$$

Its imaginary part is nonzero when $g \neq 0$, so $S$ and hence $K$ are invertible. The trace is $g_L g_R / |S|^2$, that is,

$$\frac{g_L g_R}{\left(E - \varepsilon_0 - \dfrac{v^2}{E - \varepsilon_1}\right)^2 + \left(\dfrac{g_L + g_R}{2}\right)^2}.$$

This is `caroli_sideLevel`, which holds for all real $g_L$ and $g_R$ with nonzero sum; physical broadenings are nonnegative. The point $E = \varepsilon_1$ is excluded because $D$ vanishes there. For $v \neq 0$, inverting the two-by-two kernel directly at that energy gives $G_{11} = 0$, which is the zero mentioned at the start; this last remark is ordinary algebra added to the checked formula.

## Contacts that reach into the interior

Take two uncoupled orbitals, one surface and one interior, with $K = 1$ and $\Gamma_L = \Gamma_R = 1$ on both. The full trace is $2$. The reduced kernel is $1$, the surface blocks of the contacts are $1$, and the reduced trace is $1$. The equality can thus fail when both contacts extend into the interior. The example is purely algebraic and does not model a junction. To apply the theorem, one chooses the surface large enough to hold every orbital on which a contact matrix acts.

## The complete Lean file

```lean
import Mathlib

open Matrix

namespace CaroliDecimation

noncomputable section

variable {m n : Type*} [Fintype m] [Fintype n] [DecidableEq m] [DecidableEq n]

/-- The Caroli trace `Tr(ΓL K⁻¹ ΓR K⁻ᴴ)` of an invertible kernel `K` with contact
matrices `ΓL` and `ΓR`. -/
def caroli (ΓL K ΓR : Matrix m m ℂ) : ℂ :=
  (ΓL * K⁻¹ * ΓR * (K⁻¹)ᴴ).trace

/-- The contact matrix on surface and interior orbitals that equals `γ` on the surface
block and vanishes elsewhere. -/
def contact (γ : Matrix m m ℂ) : Matrix (m ⊕ n) (m ⊕ n) ℂ :=
  fromBlocks γ 0 0 0

/-- The surface kernel `A - B D⁻¹ C` left after eliminating the interior orbitals, for an
invertible interior block `D`. -/
def reducedKernel (A : Matrix m m ℂ) (B : Matrix m n ℂ) (C : Matrix n m ℂ)
    (D : Matrix n n ℂ) : Matrix m m ℂ :=
  A - B * D⁻¹ * C

/-- If the interior block `D` is invertible and `G` is the Green matrix of the full kernel,
then the surface block of `G` is the Green matrix of the reduced kernel. -/
theorem reducedKernel_mul_surface (A : Matrix m m ℂ) (B : Matrix m n ℂ)
    (C : Matrix n m ℂ) (D : Matrix n n ℂ) (G : Matrix (m ⊕ n) (m ⊕ n) ℂ)
    (hD : IsUnit D) (hG : fromBlocks A B C D * G = 1) :
    reducedKernel A B C D * G.toBlocks₁₁ = 1 := by
  have hdet : IsUnit D.det := (Matrix.isUnit_iff_isUnit_det D).1 hD
  -- the first block column of `K G = 1`
  have h : fromBlocks A B C D *
      fromBlocks G.toBlocks₁₁ G.toBlocks₁₂ G.toBlocks₂₁ G.toBlocks₂₂
      = fromBlocks 1 0 0 1 := by
    rw [fromBlocks_toBlocks, hG, fromBlocks_one]
  rw [fromBlocks_multiply, fromBlocks_inj] at h
  obtain ⟨h1, -, h3, -⟩ := h
  -- solve for the interior amplitude
  have hR : G.toBlocks₂₁ = -(D⁻¹ * (C * G.toBlocks₁₁)) := by
    calc G.toBlocks₂₁ = D⁻¹ * (D * G.toBlocks₂₁) := by
          rw [← Matrix.mul_assoc, nonsing_inv_mul _ hdet, Matrix.one_mul]
      _ = -(D⁻¹ * (C * G.toBlocks₁₁)) := by
          rw [eq_neg_of_add_eq_zero_right h3, Matrix.mul_neg]
  rw [reducedKernel, Matrix.sub_mul, Matrix.mul_assoc, Matrix.mul_assoc, ← h1, hR,
    Matrix.mul_neg, sub_eq_add_neg]

/-- For an invertible interior block `D`, the full kernel is invertible exactly when the
reduced kernel is. -/
theorem isUnit_kernel_iff (A : Matrix m m ℂ) (B : Matrix m n ℂ)
    (C : Matrix n m ℂ) (D : Matrix n n ℂ) (hD : IsUnit D) :
    IsUnit (fromBlocks A B C D) ↔ IsUnit (reducedKernel A B C D) := by
  let := hD.invertible
  rw [Matrix.isUnit_fromBlocks_iff_of_invertible₂₂, reducedKernel,
    Matrix.invOf_eq_nonsing_inv]

omit [DecidableEq m] [DecidableEq n] in
/-- Contacts supported on the surface see only the surface block of the matrix `G` in the
trace `Tr(ΓL G ΓR Gᴴ)`. -/
theorem trace_contact (γL γR : Matrix m m ℂ) (G : Matrix (m ⊕ n) (m ⊕ n) ℂ) :
    (contact γL * G * contact γR * Gᴴ).trace
      = (γL * G.toBlocks₁₁ * γR * (G.toBlocks₁₁)ᴴ).trace := by
  obtain ⟨P, Q, R, T, rfl⟩ : ∃ P Q R T, G = fromBlocks P Q R T :=
    ⟨_, _, _, _, (fromBlocks_toBlocks G).symm⟩
  simp [contact, fromBlocks_conjTranspose, fromBlocks_multiply, Matrix.trace,
    Fintype.sum_sum_type]

/-- If the kernel and its interior block `D` are invertible and the contacts are supported on
the surface, then the reduced kernel is invertible and gives the same Caroli trace with the
surface blocks of the contacts. -/
theorem caroli_decimation (A : Matrix m m ℂ) (B : Matrix m n ℂ)
    (C : Matrix n m ℂ) (D : Matrix n n ℂ) (γL γR : Matrix m m ℂ)
    (hD : IsUnit D) (hK : IsUnit (fromBlocks A B C D)) :
    IsUnit (reducedKernel A B C D) ∧
      caroli (contact γL) (fromBlocks A B C D) (contact γR)
        = caroli γL (reducedKernel A B C D) γR := by
  refine ⟨(isUnit_kernel_iff A B C D hD).1 hK, ?_⟩
  have hG := mul_nonsing_inv _ ((Matrix.isUnit_iff_isUnit_det _).1 hK)
  have hS := inv_eq_right_inv (reducedKernel_mul_surface A B C D _ hD hG)
  rw [caroli, caroli, trace_contact, hS]

/-- The effective surface Hamiltonian `Hs + V (E - Hi)⁻¹ Vᴴ` at an energy `E` for which
`E - Hi` is invertible. -/
def effectiveHamiltonian (E : ℂ) (Hs : Matrix m m ℂ) (V : Matrix m n ℂ)
    (Hi : Matrix n n ℂ) : Matrix m m ℂ :=
  Hs + V * (E • 1 - Hi)⁻¹ * Vᴴ

/-- For a device with lead self-energy `σ` on the surface, and with `E - Hi` and the full
kernel `E - H - σ` invertible, the interior can be replaced by the effective surface
Hamiltonian without changing the Caroli trace. -/
theorem caroli_effectiveHamiltonian (E : ℂ) (Hs σ γL γR : Matrix m m ℂ)
    (V : Matrix m n ℂ) (Hi : Matrix n n ℂ) (hI : IsUnit (E • 1 - Hi))
    (hK : IsUnit (E • 1 - fromBlocks Hs V Vᴴ Hi - contact σ)) :
    IsUnit (E • 1 - effectiveHamiltonian E Hs V Hi - σ) ∧
      caroli (contact γL) (E • 1 - fromBlocks Hs V Vᴴ Hi - contact σ) (contact γR)
        = caroli γL (E • 1 - effectiveHamiltonian E Hs V Hi - σ) γR := by
  have hblock : E • 1 - fromBlocks Hs V Vᴴ Hi - contact σ
      = fromBlocks (E • 1 - Hs - σ) (-V) (-Vᴴ) (E • 1 - Hi) := by
    ext (i | i) (j | j) <;> simp [contact, Matrix.one_apply]
  have hred : reducedKernel (E • 1 - Hs - σ) (-V) (-Vᴴ) (E • 1 - Hi)
      = E • 1 - effectiveHamiltonian E Hs V Hi - σ := by
    simp only [reducedKernel, effectiveHamiltonian, Matrix.neg_mul, Matrix.mul_neg, neg_neg]
    abel
  rw [hblock] at hK ⊢
  rw [← hred]
  exact caroli_decimation _ _ _ _ γL γR hI hK

/-- For a single orbital with nonzero kernel `k` and contact strengths `x` and `y`, the Caroli
trace times `|k|²` is `x y`. -/
theorem caroli_single (x y k : ℂ) (hk : k ≠ 0) :
    caroli (x • (1 : Matrix Unit Unit ℂ)) (k • 1) (y • 1) * (Complex.normSq k : ℂ)
      = x * y := by
  have hinv : (k • (1 : Matrix Unit Unit ℂ))⁻¹ = k⁻¹ • 1 := inv_eq_right_inv (by
    rw [Matrix.smul_mul, Matrix.one_mul, smul_smul, mul_inv_cancel₀ hk, one_smul])
  have hk' : (starRingEnd ℂ) k ≠ 0 := by simpa using hk
  rw [caroli, hinv, conjTranspose_smul, conjTranspose_one]
  simp only [Matrix.mul_smul, smul_smul, Matrix.trace_smul,
    Matrix.trace_one, Fintype.card_unit, Nat.cast_one, smul_eq_mul, mul_one]
  rw [← Complex.mul_conj, Complex.star_def, map_inv₀]
  field_simp

/-- The kernel of a contacted level `ε₀` with total broadening `g`, coupled by `v` to a side
level `ε₁` that touches no lead. -/
def sideLevelKernel (E ε₀ ε₁ v g : ℝ) : Matrix (Unit ⊕ Unit) (Unit ⊕ Unit) ℂ :=
  fromBlocks ((((E - ε₀ : ℝ) : ℂ) + ((g / 2 : ℝ) : ℂ) * Complex.I) • 1)
    ((-(v : ℂ)) • 1) ((-(v : ℂ)) • 1) (((E - ε₁ : ℝ) : ℂ) • 1)

/-- Away from the side level, `E ≠ ε₁`, and with nonzero total broadening `gL + gR`, the kernel is
invertible and the Caroli trace is `gL gR / ((E - ε₀ - v² / (E - ε₁))² + ((gL + gR) / 2)²)`. -/
theorem caroli_sideLevel (E ε₀ ε₁ v gL gR : ℝ) (hE : E ≠ ε₁) (hg : gL + gR ≠ 0) :
    IsUnit (sideLevelKernel E ε₀ ε₁ v (gL + gR)) ∧
      caroli (contact ((gL : ℂ) • 1)) (sideLevelKernel E ε₀ ε₁ v (gL + gR))
          (contact ((gR : ℂ) • 1))
        = ((gL * gR / ((E - ε₀ - v ^ 2 / (E - ε₁)) ^ 2 + ((gL + gR) / 2) ^ 2) : ℝ) : ℂ) := by
  have hunit : ∀ a : ℂ, a ≠ 0 → IsUnit (a • (1 : Matrix Unit Unit ℂ)) := fun a ha =>
    (Matrix.isUnit_iff_isUnit_det _).2 (by simp [ha])
  have hd : ((E - ε₁ : ℝ) : ℂ) ≠ 0 := Complex.ofReal_ne_zero.2 (sub_ne_zero.2 hE)
  have hinv : (((E - ε₁ : ℝ) : ℂ) • (1 : Matrix Unit Unit ℂ))⁻¹
      = ((E - ε₁ : ℝ) : ℂ)⁻¹ • 1 := inv_eq_right_inv (by
    rw [Matrix.smul_mul, Matrix.one_mul, smul_smul, mul_inv_cancel₀ hd, one_smul])
  have hne : ∀ a b : ℝ, b ≠ 0 → (a : ℂ) + (b : ℂ) * Complex.I ≠ 0 := fun a b hb h =>
    hb (by simpa using congrArg Complex.im h)
  have hb : (gL + gR) / 2 ≠ 0 := div_ne_zero hg two_ne_zero
  have hk := hne (E - ε₀ - v ^ 2 / (E - ε₁)) _ hb
  -- eliminating the side level shifts the contacted level
  have hred : reducedKernel
      ((((E - ε₀ : ℝ) : ℂ) + (((gL + gR) / 2 : ℝ) : ℂ) * Complex.I) •
        (1 : Matrix Unit Unit ℂ))
      ((-(v : ℂ)) • (1 : Matrix Unit Unit ℂ)) ((-(v : ℂ)) • 1) (((E - ε₁ : ℝ) : ℂ) • 1)
      = (((E - ε₀ - v ^ 2 / (E - ε₁) : ℝ) : ℂ)
        + (((gL + gR) / 2 : ℝ) : ℂ) * Complex.I) • 1 := by
    simp only [reducedKernel, hinv, Matrix.mul_smul, Matrix.mul_one,
      smul_smul, ← sub_smul]
    congr 1
    push_cast
    ring
  have hK : IsUnit (sideLevelKernel E ε₀ ε₁ v (gL + gR)) := by
    rw [sideLevelKernel, isUnit_kernel_iff _ _ _ _ (hunit _ hd), hred]
    exact hunit _ hk
  refine ⟨hK, ?_⟩
  have hT := caroli_single (gL : ℂ) (gR : ℂ) _ hk
  rw [Complex.normSq_add_mul_I] at hT
  have hpos : (E - ε₀ - v ^ 2 / (E - ε₁)) ^ 2 + ((gL + gR) / 2) ^ 2 ≠ 0 := by positivity
  rw [sideLevelKernel] at hK ⊢
  have hq : ((gL * gR / ((E - ε₀ - v ^ 2 / (E - ε₁)) ^ 2 + ((gL + gR) / 2) ^ 2) : ℝ) : ℂ)
      = (gL : ℂ) * (gR : ℂ)
        / (((E - ε₀ - v ^ 2 / (E - ε₁)) ^ 2 + ((gL + gR) / 2) ^ 2 : ℝ) : ℂ) := by
    rw [Complex.ofReal_div, Complex.ofReal_mul]
  rw [(caroli_decimation _ _ _ _ _ _ (hunit _ hd) hK).2, hred, hq]
  exact (eq_div_iff (Complex.ofReal_ne_zero.2 hpos)).2 hT

/-- Contacts that touch the interior can spoil the reduction: for two uncoupled orbitals with unit
kernel and unit contacts on both, the full trace is 2 and the reduced one is 1. -/
theorem interior_contact_counterexample :
    caroli (1 : Matrix (Unit ⊕ Unit) (Unit ⊕ Unit) ℂ) (fromBlocks 1 0 0 1) 1 = 2 ∧
      caroli (1 : Matrix Unit Unit ℂ)
        (reducedKernel 1 (0 : Matrix Unit Unit ℂ) 0 1) 1 = 1 := by
  constructor <;> norm_num [caroli, reducedKernel, fromBlocks_one]

end

end CaroliDecimation
```

```lean
#print axioms CaroliDecimation.caroli_effectiveHamiltonian
#print axioms CaroliDecimation.caroli_sideLevel
#print axioms CaroliDecimation.interior_contact_counterexample
```

```
'CaroliDecimation.caroli_effectiveHamiltonian' depends on axioms: [propext, Classical.choice, Quot.sound]
'CaroliDecimation.caroli_sideLevel' depends on axioms: [propext, Classical.choice, Quot.sound]
'CaroliDecimation.interior_contact_counterexample' depends on axioms: [propext, Classical.choice, Quot.sound]
```

## From block equations to the trace identity

`reducedKernel_mul_surface` is the elimination step. It takes any $G$ with $KG = 1$, splits it into blocks, and uses `fromBlocks_multiply` and `fromBlocks_inj` to turn the matrix equation into four block equations. Only `h1` and `h3`, the first block column, are kept. The intermediate claim `hR` is the solution $G_{21} = -D^{-1} C G_{11}$, and the last rewrite inserts it into `h1`.

`isUnit_kernel_iff` states that, for invertible $D$, the kernel is invertible exactly when $S$ is. It calls Mathlib's criterion for block matrices, which takes the place of the factorisation above.

`trace_contact` is the observation that surface contacts see only $G_{11}$. It holds for any matrix $G$, inverse or not. The proof names the four blocks of $G$ and lets `simp` multiply them out and split the trace into its surface and interior sums.

`caroli_decimation` joins these results. The invertibility of $S$ comes from `isUnit_kernel_iff`. For the trace, `inv_eq_right_inv` turns $S G_{11} = 1$ into $S^{-1} = G_{11}$, and `trace_contact` reduces the full trace to that block.

## How the special cases are obtained

In `caroli_effectiveHamiltonian`, the claim `hblock` checks entry by entry that $E - H - \Sigma$ has the blocks listed earlier, and `hred` cancels the two minus signs. The general theorem then applies directly.

The side-level formula needs the trace for a single orbital. `caroli_single` gives it in a form without division: for kernel $k \neq 0$ and contact strengths $x$ and $y$, the trace times $|k|^2$ equals $xy$. In `caroli_sideLevel`, `hred` computes the shifted level, `hne` uses the imaginary part to show that the reduced kernel is nonzero, and `hK` carries invertibility back to the full kernel. After the reduction, `eq_div_iff` divides by $|S|^2$, which `hpos` has shown to be nonzero.

`interior_contact_counterexample` evaluates its two traces with `norm_num`.
